# For pure states with no vanishing amplitude, the Fisher information of a readout is at most four times the quantum metric

Vary a parameter of a quantum state and record outcomes in one fixed basis. If the outcome probabilities stand still, one might conclude that the state does too. It may in fact be moving at full speed, with all the change in its relative phases. A relation between the two rates shows how much the readout statistics do say about the motion of the state.

Let $u\in\mathbb C^n$ be normalised with every $u_x\neq0$, and let $d$ be its velocity, with $\mathrm{Re}\langle u,d\rangle=0$. Then

$$F=\sum_x\frac{(2\,\mathrm{Re}(\bar u_xd_x))^2}{|u_x|^2}\;\le\;4g,\qquad g=\|d\|^2-|\langle u,d\rangle|^2 .$$

## The gap is a variance of phase rates

Write $p_x=|u_x|^2$ and $\bar u_xd_x=R_x+iJ_x$. Differentiating $p_x=\bar u_xu_x$ gives $\dot p_x=2R_x$, so $F=\sum_x\dot p_x^2/p_x$. Since $\sum_xp_x=1$ along the motion, $\sum_xR_x=\mathrm{Re}\langle u,d\rangle=0$.

With $u_x=\sqrt{p_x}\,e^{i\varphi_x}$ one finds $J_x=p_x\dot\varphi_x$, so $\omega_x=J_x/p_x$ is the rate at which the phase of $u_x$ rotates. Its mean is $A=\sum_xp_x\omega_x=\mathrm{Im}\langle u,d\rangle$.

For each outcome, $p_x|d_x|^2=R_x^2+J_x^2$. Dividing by $p_x$, multiplying by 4 and summing gives

$$4\|d\|^2=F+4\sum_xp_x\omega_x^2 .$$

Because the overlap is purely imaginary, $|\langle u,d\rangle|^2=A^2$. Also $\sum_xp_x(\omega_x-A)^2=\sum_xp_x\omega_x^2-2A^2+A^2$. Hence

$$4g=F+4\sum_xp_x(\omega_x-A)^2 .$$

The last sum is nonnegative, which proves the bound. As every $p_x>0$, equality holds exactly when all $\omega_x$ equal $A$.

The condition on $\mathrm{Re}\langle u,d\rangle$ matters even for a single outcome: $u=d=1$ gives $F=4$ but $g=0$. Such a velocity changes the norm.

## States, velocities and rates in Lean

The outcomes form a finite type `n`, and states and velocities are functions `n → ℂ`.

```lean
import Mathlib

open scoped ComplexConjugate

namespace FisherQuantumMetric

noncomputable section

variable {n : Type*} [Fintype n]
```

The overlap is conjugate-linear in its first argument.

```lean
/-- The overlap `⟨u, d⟩` of a state `u` with a tangent vector `d`. -/
def overlap (u d : n → ℂ) : ℂ := ∑ x, conj (u x) * d x
```

The next two definitions are $\dot p_x$ and $F$. `Complex.normSq` is the squared modulus.

```lean
/-- The rate of change of the Born probability of outcome `x` when the state `u` moves
with velocity `d`. -/
def bornRate (u d : n → ℂ) (x : n) : ℝ := 2 * (conj (u x) * d x).re

/-- The classical Fisher information of the readout in the given basis, for states `u`
with no vanishing amplitude. -/
def classicalFisher (u d : n → ℂ) : ℝ := ∑ x, bornRate u d x ^ 2 / Complex.normSq (u x)
```

The metric $g$ carries no factor of 4 and presupposes a normalised state.

```lean
/-- The quantum metric `‖d‖² - |⟨u, d⟩|²` of a normalised state `u` along `d`. -/
def quantumMetric (u d : n → ℂ) : ℝ :=
  ∑ x, Complex.normSq (d x) - Complex.normSq (overlap u d)
```

The phase rate is $\omega_x$.

```lean
/-- The rate at which the phase of the amplitude `u x` rotates, for `u x ≠ 0`. -/
def phaseRate (u d : n → ℂ) (x : n) : ℝ := (conj (u x) * d x).im / Complex.normSq (u x)
```

The last definition is the velocity after multiplication by a phase factor that equals 1 at the point considered and whose phase changes there at rate $a$.

```lean
/-- The tangent vector `d + i a u`, obtained from `d` by a global phase that changes
at rate `a`. -/
def gaugeShift (u d : n → ℂ) (a : ℝ) (x : n) : ℂ := d x + Complex.I * a * u x
```

## From curves of states to the tangent condition

The formula for $\dot p_x$ is derived by applying the product rule to the squares of the real and imaginary parts.

```lean
/-- The probability `|ψ|²` of a differentiable amplitude `ψ` with derivative `d`
changes at the rate `2 Re(conj ψ d)`. -/
theorem hasDerivAt_born {ψ : ℝ → ℂ} {d : ℂ} {t : ℝ} (h : HasDerivAt ψ d t) :
    HasDerivAt (fun s => Complex.normSq (ψ s)) (2 * (conj (ψ t) * d).re) t := by
  have hre : HasDerivAt (fun s => (ψ s).re) d.re t :=
    Complex.reCLM.hasFDerivAt.comp_hasDerivAt t h
  have him : HasDerivAt (fun s => (ψ s).im) d.im t :=
    Complex.imCLM.hasFDerivAt.comp_hasDerivAt t h
  have e : (fun s => Complex.normSq (ψ s)) =
      fun s => (ψ s).re * (ψ s).re + (ψ s).im * (ψ s).im := by
    funext s
    exact Complex.normSq_apply _
  rw [e]
  refine ((hre.fun_mul hre).fun_add (him.fun_mul him)).congr_deriv ?_
  simp only [Complex.mul_re, Complex.conj_re, Complex.conj_im]
  ring
```

The total probability then has two derivatives, $2\,\mathrm{Re}\langle\psi,d\rangle$ and 0. Uniqueness of the derivative equates them.

```lean
/-- Along a differentiable curve of normalised states, the overlap of the state with
its velocity has zero real part. -/
theorem re_overlap_eq_zero {ψ : ℝ → n → ℂ} {d : n → ℂ} {t : ℝ}
    (hnorm : ∀ s, ∑ x, Complex.normSq (ψ s x) = 1)
    (hd : ∀ x, HasDerivAt (fun s => ψ s x) (d x) t) : (overlap (ψ t) d).re = 0 := by
  have h1 : HasDerivAt (fun s => ∑ x, Complex.normSq (ψ s x))
      (∑ x, 2 * (conj (ψ t x) * d x).re) t :=
    HasDerivAt.fun_sum (fun x _ => hasDerivAt_born (hd x))
  -- the total probability is constant
  have h0 : HasDerivAt (fun s => ∑ x, Complex.normSq (ψ s x)) 0 t := by
    simp only [hnorm]
    exact hasDerivAt_const t (1 : ℝ)
  have h2 := h1.unique h0
  rw [← Finset.mul_sum] at h2
  rw [overlap, Complex.re_sum]
  linarith
```

## The identity and the bound

In the proof of the identity, `alg` is the calculation for one outcome, with `N`, `D`, `R`, `J`, `A` standing for $p_x$, $|d_x|^2$, $R_x$, $J_x$, $A$. The step `hs` sums it, and the closing rewrite uses normalisation and the vanishing real part.

```lean
/-- For a normalised state with no vanishing amplitude and a tangent with
`Re⟨u, d⟩ = 0`, four times the quantum metric is the classical Fisher information plus
four times the variance of the phase rates. -/
theorem metric_eq_fisher_add_variance {u d : n → ℂ}
    (hu : ∑ x, Complex.normSq (u x) = 1) (hne : ∀ x, u x ≠ 0)
    (hd : (overlap u d).re = 0) :
    4 * quantumMetric u d = classicalFisher u d +
      4 * ∑ x, Complex.normSq (u x) * (phaseRate u d x - (overlap u d).im) ^ 2 := by
  -- the contribution of one outcome, as an identity between real numbers
  have alg : ∀ N D R J A : ℝ, N ≠ 0 → R ^ 2 + J ^ 2 = N * D →
      (2 * R) ^ 2 / N + 4 * (N * (J / N - A) ^ 2) =
        4 * D - 8 * A * J + 4 * A ^ 2 * N := by
    intro N D R J A hN key
    have hi := mul_inv_cancel₀ hN
    simp only [div_eq_mul_inv]
    generalize N⁻¹ = i at hi ⊢
    linear_combination 4 * i * key + (4 * J ^ 2 * i - 8 * A * J + 4 * D) * hi
  have hs : classicalFisher u d +
      4 * ∑ x, Complex.normSq (u x) * (phaseRate u d x - (overlap u d).im) ^ 2 =
      ∑ x, (4 * Complex.normSq (d x) - 8 * (overlap u d).im * (conj (u x) * d x).im
        + 4 * (overlap u d).im ^ 2 * Complex.normSq (u x)) := by
    unfold classicalFisher
    rw [Finset.mul_sum, ← Finset.sum_add_distrib]
    refine Finset.sum_congr rfl (fun x _ => ?_)
    refine alg _ _ _ _ _ (fun h => hne x (Complex.normSq_eq_zero.mp h)) ?_
    simp only [Complex.normSq_apply, Complex.mul_re, Complex.mul_im, Complex.conj_re,
      Complex.conj_im]
    ring
  have him : (overlap u d).im = ∑ x, (conj (u x) * d x).im := by
    rw [overlap, Complex.im_sum]
  -- sum over outcomes, using normalisation
  rw [hs, Finset.sum_add_distrib, Finset.sum_sub_distrib, ← Finset.mul_sum,
    ← Finset.mul_sum, ← Finset.mul_sum, hu, ← him, quantumMetric,
    Complex.normSq_apply (overlap u d), hd]
  ring
```

The inequality follows from nonnegativity of the variance. For equality, a zero sum of nonnegative terms has only zero terms, and $p_x\neq0$ leaves $\omega_x=A$.

```lean
/-- For a normalised state with no vanishing amplitude and a tangent with
`Re⟨u, d⟩ = 0`, the classical Fisher information is at most four times the quantum
metric, with equality exactly when all phase rates equal `Im⟨u, d⟩`. -/
theorem fisher_le_metric {u d : n → ℂ}
    (hu : ∑ x, Complex.normSq (u x) = 1) (hne : ∀ x, u x ≠ 0)
    (hd : (overlap u d).re = 0) :
    classicalFisher u d ≤ 4 * quantumMetric u d ∧
      (classicalFisher u d = 4 * quantumMetric u d ↔
        ∀ x, phaseRate u d x = (overlap u d).im) := by
  have gap := metric_eq_fisher_add_variance hu hne hd
  have hterm : ∀ x ∈ Finset.univ,
      0 ≤ Complex.normSq (u x) * (phaseRate u d x - (overlap u d).im) ^ 2 :=
    fun x _ => mul_nonneg (Complex.normSq_nonneg _) (sq_nonneg _)
  have hsum := Finset.sum_nonneg hterm
  refine ⟨by linarith, fun h => ?_, fun h => ?_⟩
  · -- a vanishing variance forces every deviation to vanish
    intro x
    have hx := (Finset.sum_eq_zero_iff_of_nonneg hterm).mp (by linarith) x
      (Finset.mem_univ x)
    rcases mul_eq_zero.mp hx with h1 | h1
    · exact absurd (Complex.normSq_eq_zero.mp h1) (hne x)
    · exact sub_eq_zero.mp (pow_eq_zero_iff two_ne_zero |>.mp h1)
  · have h0 := Finset.sum_eq_zero (s := Finset.univ)
      (f := fun x => Complex.normSq (u x) * (phaseRate u d x - (overlap u d).im) ^ 2)
      (fun x _ => by simp [h x])
    linarith
```

For a differentiable normalised curve, the tangent condition is a consequence and the Fisher information contains actual derivatives of the probabilities. Amplitudes need to be nonzero only at the point `t`.

```lean
/-- Along a differentiable curve of normalised states, at a point with no vanishing
amplitude, the Fisher information of the Born probabilities is at most four times the
quantum metric, with equality exactly when all phase rates equal `Im⟨ψ, d⟩`. -/
theorem fisher_le_metric_curve {ψ : ℝ → n → ℂ} {d : n → ℂ} {t : ℝ}
    (hnorm : ∀ s, ∑ x, Complex.normSq (ψ s x) = 1)
    (hd : ∀ x, HasDerivAt (fun s => ψ s x) (d x) t) (hne : ∀ x, ψ t x ≠ 0) :
    ∑ x, deriv (fun s => Complex.normSq (ψ s x)) t ^ 2 / Complex.normSq (ψ t x)
        ≤ 4 * quantumMetric (ψ t) d ∧
      (∑ x, deriv (fun s => Complex.normSq (ψ s x)) t ^ 2 / Complex.normSq (ψ t x)
        = 4 * quantumMetric (ψ t) d ↔
        ∀ x, phaseRate (ψ t) d x = (overlap (ψ t) d).im) := by
  have h : ∀ x, deriv (fun s => Complex.normSq (ψ s x)) t = bornRate (ψ t) d x :=
    fun x => (hasDerivAt_born (hd x)).deriv
  simp only [h]
  exact fisher_le_metric (hnorm t) hne (re_overlap_eq_zero hnorm hd)
```

This bears on variational simulation: for a one-parameter, finite-dimensional pure-state ansatz, counts in one basis, taken at neighbouring parameter values, give an estimate of $F/4$, which is a lower bound on the metric where no amplitude vanishes. The estimate carries sampling and finite-difference errors. The theorems concern neither mixed states nor the optimal choice of measurement.

## Real amplitudes, global phases and a blind readout

If state and velocity are real, every $J_x$ vanishes, so all phase rates are zero and the bound is attained.

```lean
/-- For a normalised state with real, nonvanishing amplitudes and a real tangent
orthogonal to it, the classical Fisher information equals four times the quantum metric. -/
theorem fisher_eq_metric_of_real {u d : n → ℂ}
    (hu : ∑ x, Complex.normSq (u x) = 1) (hne : ∀ x, u x ≠ 0)
    (hd : (overlap u d).re = 0) (hur : ∀ x, (u x).im = 0) (hdr : ∀ x, (d x).im = 0) :
    classicalFisher u d = 4 * quantumMetric u d := by
  have him : ∀ x, (conj (u x) * d x).im = 0 := fun x => by
    simp [Complex.mul_im, hur x, hdr x]
  refine (fisher_le_metric hu hne hd).2.mpr (fun x => ?_)
  rw [phaseRate, him x, zero_div, overlap, Complex.im_sum]
  exact (Finset.sum_eq_zero (fun y _ => him y)).symm
```

A changing global phase leaves each $R_x$ alone. It shifts the overlap by $ia$, and the resulting change in $|\langle u,d\rangle|^2$ cancels the change in $\|d\|^2$. Only normalisation is assumed here.

```lean
/-- For a normalised state `u` and any rate `a`, replacing `d` by `gaugeShift u d a` alters neither
`classicalFisher` nor `quantumMetric`. -/
theorem gauge_invariance {u : n → ℂ} (d : n → ℂ) (a : ℝ)
    (hu : ∑ x, Complex.normSq (u x) = 1) :
    classicalFisher u (gaugeShift u d a) = classicalFisher u d ∧
      quantumMetric u (gaugeShift u d a) = quantumMetric u d := by
  constructor
  · have hb : ∀ x, bornRate u (gaugeShift u d a) x = bornRate u d x := fun x => by
      simp only [bornRate, gaugeShift, Complex.mul_re, Complex.mul_im, Complex.add_re,
        Complex.add_im, Complex.conj_re, Complex.conj_im, Complex.I_re, Complex.I_im,
        Complex.ofReal_re, Complex.ofReal_im]
      ring
    simp only [classicalFisher, hb]
  · -- the overlap is shifted by `i a`
    have h1 : ∀ x, conj (u x) * gaugeShift u d a x =
        conj (u x) * d x + Complex.I * a * (Complex.normSq (u x) : ℂ) := fun x => by
      rw [Complex.normSq_eq_conj_mul_self, gaugeShift]
      ring
    have ho : overlap u (gaugeShift u d a) = overlap u d + Complex.I * a := by
      simp only [overlap, h1, Finset.sum_add_distrib, ← Finset.mul_sum,
        ← Complex.ofReal_sum, hu, Complex.ofReal_one, mul_one]
    -- the squared length of the tangent changes by the same amount as the overlap term
    have h2 : ∀ x, Complex.normSq (gaugeShift u d a x) = Complex.normSq (d x) +
        2 * a * (conj (u x) * d x).im + a ^ 2 * Complex.normSq (u x) := fun x => by
      simp only [gaugeShift, Complex.normSq_apply, Complex.mul_re, Complex.mul_im,
        Complex.add_re, Complex.add_im, Complex.conj_re, Complex.conj_im, Complex.I_re,
        Complex.I_im, Complex.ofReal_re, Complex.ofReal_im]
      ring
    have him : (overlap u d).im = ∑ x, (conj (u x) * d x).im := by
      rw [overlap, Complex.im_sum]
    have hn : ∑ x, Complex.normSq (gaugeShift u d a x) =
        ∑ x, Complex.normSq (d x) + 2 * a * (overlap u d).im + a ^ 2 := by
      simp only [h2, Finset.sum_add_distrib, ← Finset.mul_sum, hu, him, mul_one]
    unfold quantumMetric
    rw [hn, ho, Complex.normSq_apply (overlap u d + Complex.I * a),
      Complex.normSq_apply (overlap u d)]
    simp only [Complex.add_re, Complex.add_im, Complex.mul_re, Complex.mul_im,
      Complex.I_re, Complex.I_im, Complex.ofReal_re, Complex.ofReal_im]
    ring
```

The opening scenario occurs with two levels. For $u=(3/5,4/5)$ and $d=(4i/5,-3i/5)$ both $R_x$ vanish, so $F=0$, while $\langle u,d\rangle=0$ and $\|d\|=1$ give $g=1$. The phase rates are $4/3$ and $-3/4$, with mean 0 and variance 1.

```lean
/-- For the two-level state `(3/5, 4/5)` moving along `(4i/5, -3i/5)`, the classical
Fisher information is zero while the quantum metric is one. -/
theorem blind_readout :
    classicalFisher (![⟨3 / 5, 0⟩, ⟨4 / 5, 0⟩] : Fin 2 → ℂ)
        ![⟨0, 4 / 5⟩, ⟨0, -3 / 5⟩] = 0 ∧
      quantumMetric (![⟨3 / 5, 0⟩, ⟨4 / 5, 0⟩] : Fin 2 → ℂ)
        ![⟨0, 4 / 5⟩, ⟨0, -3 / 5⟩] = 1 := by
  constructor
  · norm_num [classicalFisher, bornRate, Fin.sum_univ_two, Complex.mul_re]
  · norm_num [quantumMetric, overlap, Fin.sum_univ_two, Complex.normSq_apply,
      Complex.mul_re, Complex.mul_im]

end

end FisherQuantumMetric
```

```lean
#print axioms FisherQuantumMetric.fisher_le_metric_curve
#print axioms FisherQuantumMetric.fisher_eq_metric_of_real
#print axioms FisherQuantumMetric.gauge_invariance
#print axioms FisherQuantumMetric.blind_readout
```

```
'FisherQuantumMetric.fisher_le_metric_curve' depends on axioms: [propext, Classical.choice, Quot.sound]
'FisherQuantumMetric.fisher_eq_metric_of_real' depends on axioms: [propext, Classical.choice, Quot.sound]
'FisherQuantumMetric.gauge_invariance' depends on axioms: [propext, Classical.choice, Quot.sound]
'FisherQuantumMetric.blind_readout' depends on axioms: [propext, Classical.choice, Quot.sound]
```
